# Equal cyclotron and spin steps in the squared Hamiltonian of an anisotropic massless Dirac fermion in a uniform field

**Q.** A crystal has two bands that touch at a point and separate linearly, with different velocities along different axes. I apply a uniform magnetic field along none of those axes. The orbital motion feels the anisotropy, and I would expect the spin to respond through some tensor of its own. Why should the two splittings agree?

**A.** In this model one vector controls both. Let $p_i$ be the kinetic momenta, with indices $0,1,2$, and let $B$ be the field, in units with $\hbar=1$ and the charge absorbed into $B$:
$$[p_i,p_j]=i\sum_k\varepsilon_{ijk}B_k .$$
A real matrix $W$ holds the velocities, $\Pi_a=\sum_i W_{ai}p_i$, and the Hamiltonian is $H=s\cdot\Pi$, with Pauli-type $s_a$ that commute with the momenta. The agreement concerns $H^2$; the levels of $H$ itself involve square roots and are not evenly spaced.

Write $W_a$ for row $a$ of $W$. Then
$$[\Pi_a,\Pi_c]=i\,(W_a\times W_c)\cdot B=i\sum_d\varepsilon_{acd}b_d,\qquad b=\operatorname{adj}(W)^{T}B,$$
because $W_0\times W_1$ is row 2 of the cofactor matrix $\operatorname{adj}(W)^T$, and cyclically. The weighted momenta $\Pi_a$ therefore behave like isotropic kinetic momenta in an effective field $b$. Using $s_as_c=\delta_{ac}+i\sum_d\varepsilon_{acd}s_d$,
$$H^2=\Pi^2+\frac i2\sum_{a,c,d}\varepsilon_{acd}\,s_d\,[\Pi_a,\Pi_c]=\Pi^2-s\cdot b .$$
The same product rule gives $(s\cdot b)^2=b\cdot b$, since the antisymmetric part cancels. The spin term can only have eigenvalues $\pm|b|$, which lie $2|b|$ apart.

**Q.** That settles the spin. Where does the orbital step come from?

**A.** From commuting $\Pi^2$ with $u\cdot\Pi$ for a complex vector $u$:
$$[\Pi^2,u\cdot\Pi]=\sum_{a,c}u_c\big(\Pi_a[\Pi_a,\Pi_c]+[\Pi_a,\Pi_c]\Pi_a\big)=2i\,(u\times b)\cdot\Pi .$$
The spin term acts in the same way:
$$[-s\cdot b,\,u\cdot s]=-2i\,(b\times u)\cdot s=2i\,(u\times b)\cdot s .$$
A vector with $i\,u\times b=\beta u$ thus gives a step of $2\beta$ in both. Take a real $e\perp b$, a real $\beta$ with $\beta^2=b\cdot b$, and $u=\beta e+i\,e\times b$. Since $(e\times b)\times b=-\beta^2e$,
$$i\,u\times b=i\beta\,e\times b+\beta^2e=\beta u .$$
Positive $\beta$ raises and negative $\beta$ lowers.

**Q.** Now the formal version. What are the operators there? I see no Hilbert space.

**A.** They are elements of an arbitrary complex algebra `A`, which need not be commutative.

In Lean 4 with Mathlib:

```lean
import Mathlib

open Matrix
open Complex (I)

namespace AnisotropicDiracFermion

noncomputable section

variable {A : Type*} [Ring A] [Algebra ℂ A]
```

The commutator is `br`.

```lean
/-- The commutator `[x, y] = x y - y x`. -/
def br (x y : A) : A := x * y - y * x
```

Real vectors are converted to complex ones by `cvec`. Then `comb u P` is $u\cdot P$ with numerical coefficients, while `dot S P` multiplies operators by operators, so `dot P P` is $P^2$.

```lean
/-- A real vector regarded as a complex one. -/
def cvec (b : Fin 3 → ℝ) : Fin 3 → ℂ := fun i => (b i : ℂ)

/-- The combination `u · P` of three operators with complex coefficients. -/
def comb (u : Fin 3 → ℂ) (P : Fin 3 → A) : A := ∑ i, u i • P i

/-- The scalar product `S · P` of two triples of operators. -/
def dot (S P : Fin 3 → A) : A := ∑ i, S i * P i
```

Two sets of relations carry most of the physical input; that spin and momenta commute is assumed separately, in the theorems that need it. `IsKinetic` says that each commutator is a number times the identity, which stands for a field uniform in space.

```lean
/-- Kinetic momenta in a uniform field: `[p_i, p_j] = i ε_ijk B_k`. -/
structure IsKinetic (p : Fin 3 → A) (B : Fin 3 → ℝ) : Prop where
  xy : p 0 * p 1 - p 1 * p 0 = (I * (B 2 : ℂ)) • (1 : A)
  yz : p 1 * p 2 - p 2 * p 1 = (I * (B 0 : ℂ)) • (1 : A)
  zx : p 2 * p 0 - p 0 * p 2 = (I * (B 1 : ℂ)) • (1 : A)
```

`IsPauli` is the spin-½ product table. The spin may equally be a pseudospin that acts on two basis states, such as two orbitals or sublattices, from which the two bands are formed.

```lean
/-- Pauli-type elements: `s_i s_j = δ_ij + i ε_ijk s_k`. -/
structure IsPauli (s : Fin 3 → A) : Prop where
  sq : ∀ i, s i * s i = 1
  xy : s 0 * s 1 = I • s 2
  yz : s 1 * s 2 = I • s 0
  zx : s 2 * s 0 = I • s 1
  yx : s 1 * s 0 = (-I) • s 2
  zy : s 2 * s 1 = (-I) • s 0
  xz : s 0 * s 2 = (-I) • s 1

/- Remark: on two-component polynomials, `p = (i d/dx, x, 0)` and the Pauli matrices
satisfy both sets of relations, with `B = (0, 0, 1)`, and commute with each other. -/
```

The comment at the end of that code names a concrete case with nonzero field; its key relation is $[i\,d/dx,\,x]=i$.

**Q.** And the effective field? If one velocity vanishes, $W$ has no inverse.

**A.** None is needed, because the adjugate is polynomial in the entries of $W$. For a layered material with $W=\operatorname{diag}(v,v,0)$ one gets $b=(0,0,v^2B_2)$: only the field component normal to the layers counts.

```lean
/-- The velocity-weighted momenta `Π = W p` (not the velocity operator of `s·Π`, which is `Wᵀ s`).
-/
def velocity (W : Matrix (Fin 3) (Fin 3) ℝ) (p : Fin 3 → A) : Fin 3 → A :=
  fun a => comb (cvec (W a)) p

/-- The effective field `b = adj(W)ᵀ B`. -/
def effField (W : Matrix (Fin 3) (Fin 3) ℝ) (B : Fin 3 → ℝ) : Fin 3 → ℝ :=
  W.adjugateᵀ *ᵥ B
```

The vector $u$ is `ladderVec b e β`, written out by components.

```lean
/-- The polarization vector `β e + i e × b`. -/
def ladderVec (b e : Fin 3 → ℝ) (β : ℝ) : Fin 3 → ℂ :=
  ![β * e 0 + I * (e 1 * b 2 - e 2 * b 1), β * e 1 + I * (e 2 * b 0 - e 0 * b 2),
    β * e 2 + I * (e 0 * b 1 - e 1 * b 0)]
```

**Q.** Is the effective field put in by hand, or does the proof earn it?

**A.** It is proved. In `velocity_isKinetic`, the step `key` computes $[u\cdot p,v\cdot p]$ for any two coefficient vectors. Inserting pairs of rows of $W$ then reproduces the cofactors.

```lean
variable {p P s : Fin 3 → A} {B b e : Fin 3 → ℝ} {β : ℝ}

/-- If `p` obeys the kinetic relations with field `B`, then the weighted momenta `W p` obey them
with field `adj(W)ᵀ B`. -/
theorem velocity_isKinetic (h : IsKinetic p B) (W : Matrix (Fin 3) (Fin 3) ℝ) :
    IsKinetic (velocity W p) (effField W B) := by
  have key : ∀ u v : Fin 3 → ℂ, comb u p * comb v p - comb v p * comb u p =
      (I * ((u 1 * v 2 - u 2 * v 1) * B 0 + (u 2 * v 0 - u 0 * v 2) * B 1
        + (u 0 * v 1 - u 1 * v 0) * B 2)) • (1 : A) := by
    intro u v
    linear_combination (norm := (simp only [comb, Fin.sum_univ_three, add_mul, mul_add,
      smul_mul_assoc, mul_smul_comm]; module)) (u 0 * v 1 - u 1 * v 0) • h.xy
        + (u 1 * v 2 - u 2 * v 1) • h.yz + (u 2 * v 0 - u 0 * v 2) • h.zx
  -- the rows of the cofactor matrix are cross products of the rows of W
  refine ⟨(key _ _).trans ?_, (key _ _).trans ?_, (key _ _).trans ?_⟩ <;> congr 2 <;>
    simp [effField, adjugate_fin_three, mulVec, dotProduct, Fin.sum_univ_three, cvec,
      -mul_eq_mul_right_iff] <;> ring
```

The device that carries the algebra is `linear_combination` with a custom `norm`. The tactic subtracts a weighted sum of known equations from the goal and leaves an identity to be checked. By default that check is done by `ring1`, which assumes commuting factors and is no use here. Instead, `simp only` expands the products, and `module` compares complex coefficients while treating `p 0 * p 1` and `p 1 * p 0` as unrelated objects. The order of operators is respected, and the commutation relations enter only where they are named.

The orbital commutator uses the device again. Its helper `sqc` is the rule $[x^2,y]=x[x,y]+[x,y]x$ for a commutator that is a number.

```lean
/-- For momenta in a uniform field `b`, `[P², u·P] = 2i (u × b)·P`. -/
theorem cyclotron_commutator (h : IsKinetic P b) (u : Fin 3 → ℂ) :
    br (dot P P) (comb u P) = (2 * I) • comb (crossProduct u (cvec b)) P := by
  have sqc : ∀ (x y : A) (c : ℂ), x * y - y * x = c • (1 : A) →
      x * x * y - y * (x * x) = (2 * c) • x ∧ y * y * x - x * (y * y) = (-2 * c) • y := by
    intro x y c hc
    constructor
    · calc _ = x * (x * y - y * x) + (x * y - y * x) * x := by noncomm_ring
        _ = _ := by rw [hc, mul_smul_comm, smul_mul_assoc, mul_one, one_mul]; module
    · calc _ = -(y * (x * y - y * x) + (x * y - y * x) * y) := by noncomm_ring
        _ = _ := by rw [hc, mul_smul_comm, smul_mul_assoc, mul_one, one_mul]; module
  obtain ⟨a1, a2⟩ := sqc _ _ _ h.xy
  obtain ⟨b1, b2⟩ := sqc _ _ _ h.yz
  obtain ⟨c1, c2⟩ := sqc _ _ _ h.zx
  linear_combination (norm := (simp only [br, dot, comb, cvec, cross_apply, Matrix.cons_val,
    Fin.sum_univ_three, add_mul, mul_add, smul_mul_assoc, mul_smul_comm, mul_assoc]; module))
    u 1 • a1 + u 0 • a2 + u 2 • b1 + u 1 • b2 + u 0 • c1 + u 2 • c2
```

For the spin, substituting the product table is enough.

```lean
/-- For Pauli-type `s`, the Zeeman term obeys `[-s·b, u·s] = 2i (u × b)·s`. -/
theorem spin_commutator (hs : IsPauli s) (b : Fin 3 → ℝ) (u : Fin 3 → ℂ) :
    br (-comb (cvec b) s) (comb u s) = (2 * I) • comb (crossProduct u (cvec b)) s := by
  simp only [br, comb, cvec, cross_apply, Matrix.cons_val, Fin.sum_univ_three, neg_mul, mul_neg,
    add_mul, mul_add, smul_mul_assoc, mul_smul_comm, hs.sq, hs.xy, hs.yz, hs.zx, hs.yx,
    hs.zy, hs.xz]
  module
```

**Q.** You assumed that spin and momentum commute. Does the squared Hamiltonian really depend on that?

**A.** Yes. Take $2\times2$ matrices with $s=(\sigma_x,\sigma_y,\sigma_z)$, $p=(\sigma_x,1,0)$, $W=1$ and $B=0$. The kinetic and Pauli relations both hold, and $s\cdot p=1+\sigma_y$ is Hermitian, but it squares to $2+2\sigma_y$, whereas $p^2-s\cdot b=2$. Physically, a momentum that contains a spin-dependent part is excluded.

In the proof, `hh` uses this assumption to move spins past momenta, and `pair` turns each antisymmetric pair into a field component through $i\cdot i=-1$.

```lean
/-- For Pauli-type `s` commuting with momenta `P` in a uniform field `b`,
`(s·P)² = P² - s·b`. -/
theorem dirac_square (h : IsKinetic P b) (hs : IsPauli s)
    (hc : ∀ i j, s i * P j = P j * s i) :
    dot s P * dot s P = dot P P - comb (cvec b) s := by
  have hh : ∀ i j, s i * P i * (s j * P j) = s i * s j * (P i * P j) := by
    intro i j
    calc _ = s i * (P i * s j) * P j := by noncomm_ring
      _ = s i * (s j * P i) * P j := by rw [hc j i]
      _ = _ := by noncomm_ring
  -- each commutator contributes i · i = -1 times a field component
  have pair : ∀ (t x y : A) (c : ℝ), x * y - y * x = (I * (c : ℂ)) • (1 : A) →
      I • (t * (x * y)) - I • (t * (y * x)) = -((c : ℂ) • t) := by
    intro t x y c hxy
    rw [← smul_sub, ← mul_sub, hxy, mul_smul_comm, mul_one, smul_smul, ← mul_assoc,
      Complex.I_mul_I, neg_one_mul, neg_smul]
  simp only [dot, comb, cvec, Fin.sum_univ_three, add_mul, mul_add, hh, hs.sq, hs.xy, hs.yz,
    hs.zx, hs.yx, hs.zy, hs.xz, one_mul, smul_mul_assoc]
  linear_combination (norm := module) pair (s 2) _ _ _ h.xy + pair (s 0) _ _ _ h.yz
    + pair (s 1) _ _ _ h.zx
```

**Q.** What does the main theorem add, and why does it contain a double commutator?

**A.** It puts $\Pi=Wp$ and the effective field into the square, adds $(s\cdot b)^2=b\cdot b$, and states
$$[\Pi^2,[\Pi^2,\Pi_a]]=4\,\big(b\cdot b\,\Pi_a-b_a\,b\cdot\Pi\big).$$
Read $\Pi^2$ as the generator of time evolution, so that the second time derivative of $\Pi_a$ is minus this expression. For $b\neq0$ the part of $\Pi$ across $b$ therefore oscillates at angular frequency $2|b|$, which is the cyclotron motion for the generator $\Pi^2$, not for $H$ itself. The part along $b$ is conserved, because the single commutator gives $[\Pi^2,b\cdot\Pi]=2i\,(b\times b)\cdot\Pi=0$.

```lean
/-- For kinetic momenta `p` in a uniform field `B`, Pauli-type `s` commuting with `p`, `Π = W p` and
`b = adj(W)ᵀ B`: `(s·Π)² = Π² - s·b`, `(s·b)² = b·b`, and `[Π²,[Π²,Π_a]] = 4 (b·b Π_a - b_a b·Π)`.
-/
theorem anisotropic_dirac (h : IsKinetic p B) (hs : IsPauli s)
    (hc : ∀ i j, s i * p j = p j * s i) (W : Matrix (Fin 3) (Fin 3) ℝ) :
    let V := velocity W p
    let b := effField W B
    dot s V * dot s V = dot V V - comb (cvec b) s ∧
    comb (cvec b) s * comb (cvec b) s = ((b ⬝ᵥ b : ℝ) : ℂ) • (1 : A) ∧
    ∀ a, br (dot V V) (br (dot V V) (V a)) =
      (4 : ℂ) • (((b ⬝ᵥ b : ℝ) : ℂ) • V a - (b a : ℂ) • comb (cvec b) V) := by
  intro V b
  have hV : IsKinetic V b := velocity_isKinetic h W
  refine ⟨dirac_square hV hs fun i j => ?_, ?_, fun a => ?_⟩
  · simp only [V, velocity, comb, Finset.mul_sum, Finset.sum_mul, mul_smul_comm,
      smul_mul_assoc, hc]
  · simp only [comb, cvec, dotProduct, Fin.sum_univ_three, add_mul, mul_add, smul_mul_assoc,
      mul_smul_comm, hs.sq, hs.xy, hs.yz, hs.zx, hs.yx, hs.zy, hs.xz]
    push_cast
    module
  · -- two commutators with Π² give a double cross product with b
    have gen : ∀ u : Fin 3 → ℂ, br (dot V V) (br (dot V V) (comb u V)) =
        (4 : ℂ) • (((b ⬝ᵥ b : ℝ) : ℂ) • comb u V - (u ⬝ᵥ cvec b) • comb (cvec b) V) := by
      intro u
      have hbr : ∀ (c : ℂ) (x y : A), br x (c • y) = c • br x y := by
        intro c x y
        simp only [br, mul_smul_comm, smul_mul_assoc, smul_sub]
      have h4 : (2 * I) * (2 * I) = -4 := by linear_combination 4 * Complex.I_mul_I
      rw [cyclotron_commutator hV, hbr, cyclotron_commutator hV, smul_smul, h4]
      simp only [comb, cvec, cross_apply, Matrix.cons_val, dotProduct, Fin.sum_univ_three]
      push_cast
      module
    have h1 : comb (Pi.single a 1) V = V a := by simp [comb, Pi.single_apply, ite_smul]
    have h2 : (Pi.single a 1 : Fin 3 → ℂ) ⬝ᵥ cvec b = (b a : ℂ) := by simp [cvec]
    have h3 := gen (Pi.single a 1)
    rwa [h1, h2] at h3
```

In the code `V` is $\Pi$. The step `gen` applies the orbital commutator twice and expands $(u\times b)\times b$; choosing $u$ as the unit vector along $a$ gives the stated formula.

**Q.** A shift relation is empty if the shifting vector is zero.

**A.** That is why there is a separate lemma: the real part of $u$ is $\beta e$, so $u\neq0$ when $e$ and $\beta$ are nonzero. If $b=0$, then $\beta=0$ and $u=0$, and the shift relations reduce to $0=0$.

```lean
/-- The polarization vector is nonzero when `e` and `β` are nonzero. -/
theorem ladderVec_ne_zero (he : e ≠ 0) (hβ : β ≠ 0) : ladderVec b e β ≠ 0 := by
  intro h
  apply he
  funext i
  have hi := congrArg Complex.re (congrFun h i)
  fin_cases i <;> simpa [ladderVec, hβ] using hi
```

The eigenvector equation follows component by component from $e\cdot b=0$ and $\beta^2=b\cdot b$, as in the calculation above.

```lean
/-- If `e` is orthogonal to `b` and `β² = b·b`, the polarization vector `u` satisfies
`i u × b = β u`. -/
theorem ladderVec_cross (he : e ⬝ᵥ b = 0) (hβ : β ^ 2 = b ⬝ᵥ b) :
    I • crossProduct (ladderVec b e β) (cvec b) = (β : ℂ) • ladderVec b e β := by
  simp only [dotProduct, Fin.sum_univ_three] at he hβ
  have he' : (e 0 : ℂ) * b 0 + e 1 * b 1 + e 2 * b 2 = 0 := by exact_mod_cast he
  have hβ' : (β : ℂ) ^ 2 = b 0 * b 0 + b 1 * b 1 + b 2 * b 2 := by exact_mod_cast hβ
  have comp : ∀ i, (I • crossProduct (ladderVec b e β) (cvec b)) i
      - ((β : ℂ) • ladderVec b e β) i = (b i * ((e 0 : ℂ) * b 0 + e 1 * b 1 + e 2 * b 2)
        - e i * ((b 0 : ℂ) * b 0 + b 1 * b 1 + b 2 * b 2)) * I ^ 2 - β ^ 2 * e i := by
    intro i
    fin_cases i <;> simp [ladderVec, cvec, cross_apply, -Complex.I_sq] <;> ring
  funext i
  apply sub_eq_zero.mp
  rw [comp i, he', hβ', Complex.I_sq]
  ring
```

The last theorem inserts it into the two commutators.

```lean
/-- Equal spacings: for kinetic momenta `p` in a uniform field `B`, `Π = W p`, Pauli-type `s`, `e`
orthogonal to `b = adj(W)ᵀ B`, `β² = b·b` and `u = β e + i e × b`, the operator `u·Π` shifts `Π²` by
`2β`, and `u·s` shifts the Zeeman term `-s·b` by the same `2β`. -/
theorem equal_spacings (h : IsKinetic p B) (hs : IsPauli s) (W : Matrix (Fin 3) (Fin 3) ℝ)
    (he : e ⬝ᵥ effField W B = 0) (hβ : β ^ 2 = effField W B ⬝ᵥ effField W B) :
    let V := velocity W p
    let b := effField W B
    let u := ladderVec b e β
    br (dot V V) (comb u V) = (2 * (β : ℂ)) • comb u V ∧
    br (-comb (cvec b) s) (comb u s) = (2 * (β : ℂ)) • comb u s := by
  intro V b u
  have hu : I • crossProduct u (cvec b) = (β : ℂ) • u := ladderVec_cross he hβ
  have hcomb : ∀ (c : ℂ) (v : Fin 3 → ℂ) (Q : Fin 3 → A), comb (c • v) Q = c • comb v Q := by
    intro c v Q
    simp only [comb, Pi.smul_apply, smul_eq_mul, Finset.smul_sum, smul_smul]
  constructor
  · rw [cyclotron_commutator (velocity_isKinetic h W), mul_smul, ← hcomb I, hu, hcomb, smul_smul]
  · rw [spin_commutator hs, mul_smul, ← hcomb I, hu, hcomb, smul_smul]

end

end AnisotropicDiracFermion
```

```lean
#print axioms AnisotropicDiracFermion.anisotropic_dirac
#print axioms AnisotropicDiracFermion.ladderVec_ne_zero
#print axioms AnisotropicDiracFermion.equal_spacings
```

```
'AnisotropicDiracFermion.anisotropic_dirac' depends on axioms: [propext, Classical.choice, Quot.sound]
'AnisotropicDiracFermion.ladderVec_ne_zero' depends on axioms: [propext, Classical.choice, Quot.sound]
'AnisotropicDiracFermion.equal_spacings' depends on axioms: [propext, Classical.choice, Quot.sound]
```

**Q.** So I may read off a spectrum?

**A.** You may read off steps. If $\Pi^2\psi=\lambda\psi$, then $u\cdot\Pi\,\psi$ is either zero or an eigenvector with eigenvalue $\lambda+2\beta$. Which eigenvalues occur, where the ladder starts and how degenerate the levels are depend on the representation, and the theorems do not address them. `equal_spacings` treats $\Pi^2$ and $-s\cdot b$ separately; when spin and momentum commute, each shift carries over to $H^2$, because the other term is unaffected.

**Q.** And which materials does this describe?

**A.** For electronic structure, it ties the Landau-level steps of $H^2$ to a fitted velocity matrix $W$, within a non-interacting, strictly linear two-band model in a uniform field. A mass term, a tilt of the cone, band curvature and an additional Zeeman coupling are all absent, and any of them may alter the levels.
